# The projected derivative of a Hermitian matrix's eigenvector satisfies the Sternheimer equation in any phase gauge

To obtain a polarisability or a phonon frequency from density-functional perturbation theory, many programs solve a linear system for the first-order change of each occupied orbital. The problems below derive such a system for one eigenvector of a finite matrix $H(t)$ that depends on a single real parameter $t$. The derivative of $H$ is taken as given, so its self-consistent dependence on the density is not treated. Only the state itself is projected out, whereas response codes often project out the whole occupied space.

```lean
import Mathlib

open Matrix

namespace SternheimerResponse

noncomputable section

variable {n : Type*} [Fintype n] [DecidableEq n]
```

The finite index set `n` labels an orthonormal basis that does not depend on $t$. For column vectors, $\psi^*$ is the conjugate transpose, so $\psi^*v$ is the inner product, written `star ψ ⬝ᵥ v` in Lean, and $\psi\psi^*$ is the outer product, written `vecMulVec ψ (star ψ)`. Put $Q = 1-\psi\psi^*$.

```lean
/-- The operator `Q = 1 - ψ ψ*`, which removes the component along a unit vector `ψ`. -/
def projOut (ψ : n → ℂ) : Matrix n n ℂ := 1 - vecMulVec ψ (star ψ)
```

A prime denotes the derivative at a fixed point $t_0$. The structure `EigenBranch` says that $H(t)\psi(t)=E(t)\psi(t)$ for every $t$, with $E(t)$ real, and that $H$, $\psi$ and $E$ are differentiable at $t_0$, the first two entry by entry. Differentiability of the eigenvector is thus assumed and not derived from that of $H$. Nothing is said about the phase of $\psi(t)$.

```lean
/-- A vector `ψ t`, possibly zero, that satisfies `H t *ᵥ ψ t = E t • ψ t` with `E t` real for every
`t`, where `H`, `ψ` and `E` have the derivatives `H'`, `ψ'` and `E'` at `t0`. -/
structure EigenBranch (H : ℝ → Matrix n n ℂ) (ψ : ℝ → n → ℂ) (E : ℝ → ℝ)
    (H' : Matrix n n ℂ) (ψ' : n → ℂ) (E' t0 : ℝ) : Prop where
  eigen : ∀ t, H t *ᵥ ψ t = (E t : ℂ) • ψ t
  derivH : ∀ i j, HasDerivAt (fun t => H t i j) (H' i j) t0
  derivState : ∀ i, HasDerivAt (fun t => ψ t i) (ψ' i) t0
  derivE : HasDerivAt E E' t0
```

Where no argument is written, quantities are taken at $t_0$.

## (a) The action of Q

Show that for all vectors $\psi$ and $v$

$$Qv = v-(\psi^*v)\,\psi .$$

**Solution.** Component $i$ of $\psi\psi^*v$ is $\sum_j \psi_i\overline{\psi_j}\,v_j=(\psi^*v)\,\psi_i$. Subtracting it from $v_i$ gives the claim. The norm of $\psi$ plays no part yet. The Lean proof makes the same rearrangement of the sum, term by term.

```lean
/-- `Q` subtracts from a vector its overlap with `ψ` times `ψ`. -/
theorem projOut_mulVec (ψ v : n → ℂ) :
    projOut ψ *ᵥ v = v - (star ψ ⬝ᵥ v) • ψ := by
  rw [projOut, Matrix.sub_mulVec, Matrix.one_mulVec]
  congr 1
  ext i
  simp only [Matrix.mulVec, dotProduct, vecMulVec_apply, Pi.smul_apply, smul_eq_mul,
    Finset.sum_mul]
  exact Finset.sum_congr rfl (fun j _ => by ring)
```

## (b) The differentiated eigenvalue equation

Show that an eigenbranch satisfies, at $t_0$,

$$H'\psi+H\psi'=E'\psi+E\psi' .$$

**Solution.** Component $i$ of the eigenvalue equation is $\sum_j H_{ij}(t)\psi_j(t)=E(t)\psi_i(t)$. By the product rule the left side has derivative $\sum_j(H'_{ij}\psi_j+H_{ij}\psi'_j)$ and the right side $E'\psi_i+E\psi'_i$. The two sides are the same function of $t$, so the derivatives agree. In Lean these derivatives are `h1` and `h2`, and `h1.unique h2` equates them.

```lean
omit [DecidableEq n] in
/-- The derivative of the eigenvalue equation: `H'ψ + Hψ' = E'ψ + Eψ'` at `t0`. -/
theorem deriv_eigen_equation {H : ℝ → Matrix n n ℂ} {ψ : ℝ → n → ℂ} {E : ℝ → ℝ}
    {H' : Matrix n n ℂ} {ψ' : n → ℂ} {E' t0 : ℝ} (hb : EigenBranch H ψ E H' ψ' E' t0) :
    H' *ᵥ ψ t0 + H t0 *ᵥ ψ' = (E' : ℂ) • ψ t0 + (E t0 : ℂ) • ψ' := by
  ext i
  have h1 : HasDerivAt (fun t => ∑ j, H t i j * ψ t j)
      (∑ j, (H' i j * ψ t0 j + H t0 i j * ψ' j)) t0 :=
    HasDerivAt.fun_sum (fun j _ => (hb.derivH i j).fun_mul (hb.derivState j))
  have h2 : HasDerivAt (fun t => (E t : ℂ) * ψ t i)
      ((E' : ℂ) * ψ t0 i + (E t0 : ℂ) * ψ' i) t0 :=
    hb.derivE.ofReal_comp.fun_mul (hb.derivState i)
  have he : (fun t => ∑ j, H t i j * ψ t j) = fun t => (E t : ℂ) * ψ t i :=
    funext fun t => congrFun (hb.eigen t) i
  rw [he] at h1
  have h3 := h1.unique h2
  rw [Finset.sum_add_distrib] at h3
  exact h3
```

## (c) The equation for the projected derivative

Let $H(t_0)$ be Hermitian and $\psi(t_0)$ of unit norm. Show that $u=Q\psi'$ satisfies

$$\psi^*u=0,\qquad (H-E)\,u=-QH'\psi .$$

**Solution.** By (a), $\psi^*u=\psi^*\psi'-(\psi^*\psi')(\psi^*\psi)=0$.

Since $H$ is Hermitian and $E$ real, $\psi^*H\psi'=(H\psi)^*\psi'=E\,\psi^*\psi'$. Contracting (b) with $\psi^*$ therefore gives

$$\psi^*H'\psi+E\,\psi^*\psi'=E'+E\,\psi^*\psi',$$

so $E'=\psi^*H'\psi$, the Hellmann–Feynman formula. Because $(H-E)\psi=0$, the component of $\psi'$ along $\psi$ does not contribute:

$$(H-E)u=(H-E)\psi'=E'\psi-H'\psi=-\bigl(H'\psi-(\psi^*H'\psi)\psi\bigr)=-QH'\psi .$$

In the code, `hleft` is the Hermiticity step, which is used to prove `hE`, the formula for the energy derivative. The closing rewrite inserts `hE` into the goal, and the last line then finishes with (b), called `key`.

For a numerical instance, take

$$H(t)=\begin{pmatrix}t&2t\\2t&4\end{pmatrix},\qquad t_0=0,\quad E=0,\quad \psi=(1,0).$$

Then $H'\psi=(1,2)$, so $E'=1$ and $QH'\psi=(0,2)$. The equation reads $4u_2=-2$, and orthogonality sets $u_1=0$, hence $u=(0,-\tfrac12)$. Here $E$ is non-degenerate, which is what lets the two conditions fix $u$; with a degenerate $E$ they still hold, but they fix $u$ only up to eigenvectors of the same energy orthogonal to $\psi$.

```lean
/-- Sternheimer equation: for Hermitian `H` and normalised `ψ` at `t0`, the projected
derivative `u = Qψ'` is orthogonal to `ψ` and satisfies `(H - E)u = -QH'ψ`. -/
theorem sternheimer_equation {H : ℝ → Matrix n n ℂ} {ψ : ℝ → n → ℂ} {E : ℝ → ℝ}
    {H' : Matrix n n ℂ} {ψ' : n → ℂ} {E' t0 : ℝ} (hb : EigenBranch H ψ E H' ψ' E' t0)
    (hH : (H t0).IsHermitian) (hn : star (ψ t0) ⬝ᵥ ψ t0 = 1) :
    star (ψ t0) ⬝ᵥ (projOut (ψ t0) *ᵥ ψ') = 0 ∧
    (H t0 - (E t0 : ℂ) • (1 : Matrix n n ℂ)) *ᵥ (projOut (ψ t0) *ᵥ ψ')
      = -(projOut (ψ t0) *ᵥ (H' *ᵥ ψ t0)) := by
  constructor
  · rw [projOut_mulVec, dotProduct_sub, dotProduct_smul, hn]
    simp
  have key := deriv_eigen_equation hb
  -- Hermiticity lets `H` act to the left on the eigenvector
  have hleft : star (ψ t0) ⬝ᵥ (H t0 *ᵥ ψ') = (E t0 : ℂ) * (star (ψ t0) ⬝ᵥ ψ') := by
    have h : star (ψ t0) ᵥ* H t0 = star (H t0 *ᵥ ψ t0) := by
      rw [Matrix.star_mulVec, hH.eq]
    rw [Matrix.dotProduct_mulVec, h, hb.eigen, star_smul, smul_dotProduct, smul_eq_mul,
      Complex.star_def, Complex.conj_ofReal]
  -- the component of the differentiated equation along `ψ` fixes `E'`
  have hE : star (ψ t0) ⬝ᵥ (H' *ᵥ ψ t0) = (E' : ℂ) := by
    have h := congrArg (fun v => star (ψ t0) ⬝ᵥ v) key
    simp only [dotProduct_add, dotProduct_smul, smul_eq_mul, hn, hleft] at h
    linear_combination h
  rw [projOut_mulVec (ψ t0) ψ', projOut_mulVec (ψ t0) (H' *ᵥ ψ t0), hE,
    Matrix.sub_mulVec, Matrix.smul_mulVec, Matrix.one_mulVec, Matrix.mulVec_sub,
    Matrix.mulVec_smul, hb.eigen]
  linear_combination (norm := module) key
```

## (d) A change of gauge

Let $\psi(t_0)$ have unit norm, and let $c(t)$ be a complex factor, differentiable at $t_0$, with $|c(t_0)|=1$. Show that $\varphi=c\psi$ is again an eigenbranch, with the same $H$ and $E$, and that

$$(1-\varphi\varphi^*)\,\varphi'=c\,u .$$

**Solution.** Linearity gives $H\varphi=E\varphi$ for every $t$, and the product rule gives $\varphi'=c'\psi+c\psi'$. Then $\varphi^*\varphi'=\bar c\,(c'+c\,\psi^*\psi')$, and by (a)

$$\varphi'-(\varphi^*\varphi')\varphi=c'\psi+c\psi'-|c|^2(c'+c\,\psi^*\psi')\psi=c\,\bigl(\psi'-(\psi^*\psi')\psi\bigr)=c\,u .$$

The derivative $c'$ has cancelled. The identity $|c|^2=1$ is `hcc` in Lean, and the final `linear_combination` inserts it with the coefficient seen here.

```lean
/-- Gauge covariance: multiplying `ψ` by a differentiable factor `c` of modulus one at `t0`
gives another eigenbranch, whose projected derivative is `c(t0)` times the old one. -/
theorem gauge_covariance {H : ℝ → Matrix n n ℂ} {ψ : ℝ → n → ℂ} {E : ℝ → ℝ}
    {H' : Matrix n n ℂ} {ψ' : n → ℂ} {E' t0 : ℝ} (hb : EigenBranch H ψ E H' ψ' E' t0)
    (hn : star (ψ t0) ⬝ᵥ ψ t0 = 1) {c : ℝ → ℂ} {c' : ℂ}
    (hc : HasDerivAt c c' t0) (hc1 : ‖c t0‖ = 1) :
    EigenBranch H (fun t => c t • ψ t) E H' (c' • ψ t0 + c t0 • ψ') E' t0 ∧
    projOut (c t0 • ψ t0) *ᵥ (c' • ψ t0 + c t0 • ψ')
      = c t0 • (projOut (ψ t0) *ᵥ ψ') := by
  refine ⟨⟨fun t => ?_, hb.derivH, fun i => hc.fun_mul (hb.derivState i), hb.derivE⟩, ?_⟩
  · rw [Matrix.mulVec_smul, hb.eigen, smul_comm]
  have hcc : star (c t0) * c t0 = 1 := by
    rw [Complex.star_def, ← Complex.normSq_eq_conj_mul_self, Complex.normSq_eq_norm_sq, hc1]
    simp
  rw [projOut_mulVec, projOut_mulVec]
  ext i
  simp only [star_smul, smul_dotProduct, dotProduct_add, dotProduct_smul, hn,
    Pi.sub_apply, Pi.add_apply, Pi.smul_apply, smul_eq_mul]
  linear_combination (-(c' + c t0 * (star (ψ t0) ⬝ᵥ ψ')) * ψ t0 i) * hcc
```

## (e) The density matrix

Let $\psi(t)$ be normalised for every $t$ and differentiable at $t_0$. Show that

$$(\psi\psi^*)'=u\psi^*+\psi u^* .$$

**Solution.** Write $\psi'=u+a\psi$ with $a=\psi^*\psi'$. The product rule gives

$$(\psi\psi^*)'=\psi'\psi^*+\psi\psi'^*=u\psi^*+\psi u^*+(a+\bar a)\,\psi\psi^* .$$

Differentiating $\psi^*\psi=1$ gives $\bar a+a=0$, which removes the last term. This is `him` in the proof. It uses the vanishing of the derivative of $\psi^*\psi$ at $t_0$, which a constant norm guarantees. Normalisation at $t_0$ alone, enough in (c), does not. No Hamiltonian enters. Lean states the result for each matrix element $i,j$.

```lean
/-- For a differentiable state normalised at all `t`, the density matrix `ψψ*` has the
derivative `uψ* + ψu*` at `t0`, with `u = Qψ'`. -/
theorem density_response {ψ : ℝ → n → ℂ} {ψ' : n → ℂ} {t0 : ℝ}
    (hd : ∀ i, HasDerivAt (fun t => ψ t i) (ψ' i) t0)
    (hn : ∀ t, star (ψ t) ⬝ᵥ ψ t = 1) (i j : n) :
    HasDerivAt (fun t => vecMulVec (ψ t) (star (ψ t)) i j)
      ((vecMulVec (projOut (ψ t0) *ᵥ ψ') (star (ψ t0))
        + vecMulVec (ψ t0) (star (projOut (ψ t0) *ᵥ ψ'))) i j) t0 := by
  have hs : ∀ k, HasDerivAt (fun t => star (ψ t k)) (star (ψ' k)) t0 := fun k => (hd k).star
  -- conservation of the norm makes the overlap of `ψ` and `ψ'` purely imaginary
  have him : star (star (ψ t0) ⬝ᵥ ψ') + star (ψ t0) ⬝ᵥ ψ' = 0 := by
    have h1 : HasDerivAt (fun t => ∑ k, star (ψ t k) * ψ t k)
        (∑ k, (star (ψ' k) * ψ t0 k + star (ψ t0 k) * ψ' k)) t0 :=
      HasDerivAt.fun_sum (fun k _ => (hs k).fun_mul (hd k))
    have he : (fun t => ∑ k, star (ψ t k) * ψ t k) = fun _ => (1 : ℂ) := funext hn
    rw [he] at h1
    have h3 := h1.unique (hasDerivAt_const t0 (1 : ℂ))
    rw [Finset.sum_add_distrib] at h3
    have h4 : star (star (ψ t0) ⬝ᵥ ψ') = ∑ k, star (ψ' k) * ψ t0 k := by
      simp [dotProduct, mul_comm]
    rw [h4]
    exact h3
  refine ((hd i).fun_mul (hs j)).congr_deriv ?_
  rw [projOut_mulVec]
  simp only [Matrix.add_apply, vecMulVec_apply, Pi.star_apply, Pi.sub_apply, Pi.smul_apply,
    smul_eq_mul, star_sub, star_mul']
  linear_combination (ψ t0 i * star (ψ t0 j)) * him
```

The theory could also have been built on a differentiable orthogonal projector $P(t)$ of rank one with $HP=EP$. The response vector would then be $P'\psi$, and only the constant phase of $\psi(t_0)$ would remain as a choice. The version here starts from the eigenvector itself and so has to show, as in (d), that a varying phase does no harm.

## (f) A two-level system with an arbitrary phase rate

Consider a two-level Hamiltonian in a field rotated by the angle $2t$, where $t$ is a parameter and not the time, and an eigenvector that carries the phase $e^{i\gamma t}$ with $\gamma$ real:

$$H(t)=\begin{pmatrix}\cos 2t&\sin 2t\\ \sin 2t&-\cos 2t\end{pmatrix},\qquad \psi(t)=e^{i\gamma t}(\cos t,\sin t).$$

```lean
/-- A two-level Hamiltonian in a field of unit strength rotated by the angle `2t`. -/
def twoLevelH (t : ℝ) : Matrix (Fin 2) (Fin 2) ℂ :=
  !![((Real.cos (2 * t) : ℝ) : ℂ), ((Real.sin (2 * t) : ℝ) : ℂ);
     ((Real.sin (2 * t) : ℝ) : ℂ), ((-Real.cos (2 * t) : ℝ) : ℂ)]

/-- The phase factor `exp(iγt)`. -/
def gaugePhase (γ t : ℝ) : ℂ := Complex.exp (((γ * t : ℝ) : ℂ) * Complex.I)

/-- The state `(cos t, sin t)` multiplied by the phase `exp(iγt)`. -/
def twoLevelState (γ t : ℝ) : Fin 2 → ℂ :=
  ![gaugePhase γ t * ((Real.cos t : ℝ) : ℂ), gaugePhase γ t * ((Real.sin t : ℝ) : ℂ)]
```

Show that $H(t)$ is Hermitian, that $\psi(t)$ is a normalised eigenbranch with $E=1$, and that at $t_0=0$

$$\psi'=(i\gamma,1),\qquad u=(0,1).$$

**Solution.** The matrix is real and symmetric. The squared norm is $|e^{i\gamma t}|^2(\cos^2t+\sin^2t)=1$. Apart from the phase, $H\psi$ has the components

$$\cos2t\cos t+\sin2t\sin t=\cos t,\qquad \sin2t\cos t-\cos2t\sin t=\sin t,$$

so $E=1$ and $E'=0$. At $t=0$ the diagonal of $H'$ vanishes and its off-diagonal entries are $2$. The product rule gives $\psi'=(i\gamma,1)$. With $\psi=(1,0)$ the overlap is $\psi^*\psi'=i\gamma$, and subtracting $i\gamma\,\psi$ leaves $u=(0,1)$ for every $\gamma$. As (c) requires, $(H-1)u=(0,-2)=-QH'\psi$.

The Lean proof treats these claims in turn, using the double-angle formulas for the eigenvalue equation.

```lean
/-- The two-level state is a normalised eigenbranch of the Hermitian `twoLevelH` with energy 1;
at `t = 0` its derivative is `(iγ, 1)` and its projected derivative is `(0, 1)`. -/
theorem sternheimer_witness (γ : ℝ) :
    EigenBranch twoLevelH (twoLevelState γ) (fun _ => 1) !![0, 2; 2, 0]
      ![(γ : ℂ) * Complex.I, 1] 0 0 ∧
    (∀ t, (twoLevelH t).IsHermitian) ∧
    (∀ t, star (twoLevelState γ t) ⬝ᵥ twoLevelState γ t = 1) ∧
    projOut (twoLevelState γ 0) *ᵥ ![(γ : ℂ) * Complex.I, 1] = ![0, 1] := by
  have hcs : ∀ t : ℝ, ((Real.cos t : ℝ) : ℂ) ^ 2 + ((Real.sin t : ℝ) : ℂ) ^ 2 = 1 :=
    fun t => by exact_mod_cast Real.cos_sq_add_sin_sq t
  refine ⟨⟨fun t => ?_, fun i j => ?_, fun i => ?_, hasDerivAt_const _ _⟩,
    fun t => ?_, fun t => ?_, ?_⟩
  · -- eigenvalue equation, by the double-angle formulas
    have h1 : ((Real.cos (2 * t) : ℝ) : ℂ) = 2 * ((Real.cos t : ℝ) : ℂ) ^ 2 - 1 := by
      exact_mod_cast Real.cos_two_mul t
    have h2 : ((Real.sin (2 * t) : ℝ) : ℂ)
        = 2 * ((Real.sin t : ℝ) : ℂ) * ((Real.cos t : ℝ) : ℂ) := by
      exact_mod_cast Real.sin_two_mul t
    ext i
    simp only [Matrix.mulVec, dotProduct, Fin.sum_univ_two]
    fin_cases i
    · change ((Real.cos (2 * t) : ℝ) : ℂ) * (gaugePhase γ t * ((Real.cos t : ℝ) : ℂ))
        + ((Real.sin (2 * t) : ℝ) : ℂ) * (gaugePhase γ t * ((Real.sin t : ℝ) : ℂ))
        = ((1 : ℝ) : ℂ) * (gaugePhase γ t * ((Real.cos t : ℝ) : ℂ))
      rw [h1, h2, Complex.ofReal_one]
      linear_combination (2 * gaugePhase γ t * ((Real.cos t : ℝ) : ℂ)) * hcs t
    · change ((Real.sin (2 * t) : ℝ) : ℂ) * (gaugePhase γ t * ((Real.cos t : ℝ) : ℂ))
        + ((-Real.cos (2 * t) : ℝ) : ℂ) * (gaugePhase γ t * ((Real.sin t : ℝ) : ℂ))
        = ((1 : ℝ) : ℂ) * (gaugePhase γ t * ((Real.sin t : ℝ) : ℂ))
      rw [Complex.ofReal_neg, h1, h2, Complex.ofReal_one]
      ring
  · have hl := (hasDerivAt_id' (0 : ℝ)).const_mul 2
    have h1 : HasDerivAt (fun t : ℝ => ((Real.cos (2 * t) : ℝ) : ℂ)) 0 0 :=
      hl.cos.ofReal_comp.congr_deriv (by simp)
    have h2 : HasDerivAt (fun t : ℝ => ((Real.sin (2 * t) : ℝ) : ℂ)) 2 0 :=
      hl.sin.ofReal_comp.congr_deriv (by simp)
    have h3 : HasDerivAt (fun t : ℝ => ((-Real.cos (2 * t) : ℝ) : ℂ)) 0 0 :=
      hl.cos.fun_neg.ofReal_comp.congr_deriv (by simp)
    fin_cases i <;> fin_cases j
    · exact h1
    · exact h2
    · exact h2
    · exact h3
  · have hl : HasDerivAt (fun t : ℝ => ((γ * t : ℝ) : ℂ) * Complex.I) (γ * Complex.I) 0 :=
      (((hasDerivAt_id' (0 : ℝ)).const_mul γ).ofReal_comp.mul_const Complex.I).congr_deriv
        (by simp)
    have hp : HasDerivAt (gaugePhase γ) (γ * Complex.I) 0 := hl.cexp.congr_deriv (by simp)
    have h1 : HasDerivAt (fun t : ℝ => gaugePhase γ t * ((Real.cos t : ℝ) : ℂ))
        (γ * Complex.I) 0 :=
      (hp.fun_mul (Real.hasDerivAt_cos 0).ofReal_comp).congr_deriv (by simp)
    have h2 : HasDerivAt (fun t : ℝ => gaugePhase γ t * ((Real.sin t : ℝ) : ℂ)) 1 0 :=
      (hp.fun_mul (Real.hasDerivAt_sin 0).ofReal_comp).congr_deriv (by simp [gaugePhase])
    fin_cases i
    · exact h1
    · exact h2
  · ext i j
    fin_cases i <;> fin_cases j
    · exact Complex.conj_ofReal (Real.cos (2 * t))
    · exact Complex.conj_ofReal (Real.sin (2 * t))
    · exact Complex.conj_ofReal (Real.sin (2 * t))
    · exact Complex.conj_ofReal (-Real.cos (2 * t))
  · have hpp : (starRingEnd ℂ) (gaugePhase γ t) * gaugePhase γ t = 1 := by
      rw [← Complex.normSq_eq_conj_mul_self, Complex.normSq_eq_norm_sq, gaugePhase,
        Complex.norm_exp_ofReal_mul_I]
      simp
    rw [dotProduct, Fin.sum_univ_two]
    change (starRingEnd ℂ) (gaugePhase γ t * ((Real.cos t : ℝ) : ℂ))
        * (gaugePhase γ t * ((Real.cos t : ℝ) : ℂ))
      + (starRingEnd ℂ) (gaugePhase γ t * ((Real.sin t : ℝ) : ℂ))
        * (gaugePhase γ t * ((Real.sin t : ℝ) : ℂ)) = 1
    rw [map_mul, map_mul, Complex.conj_ofReal, Complex.conj_ofReal]
    linear_combination
      (((Real.cos t : ℝ) : ℂ) ^ 2 + ((Real.sin t : ℝ) : ℂ) ^ 2) * hpp + hcs t
  · have h0 : twoLevelState γ 0 = ![1, 0] := by
      ext i
      fin_cases i <;> simp [twoLevelState, gaugePhase]
    rw [projOut_mulVec, h0]
    ext i
    fin_cases i <;> simp [dotProduct, Fin.sum_univ_two]

end

end SternheimerResponse
```

```lean
#print axioms SternheimerResponse.sternheimer_equation
#print axioms SternheimerResponse.gauge_covariance
#print axioms SternheimerResponse.density_response
```

```
'SternheimerResponse.sternheimer_equation' depends on axioms: [propext, Classical.choice, Quot.sound]
'SternheimerResponse.gauge_covariance' depends on axioms: [propext, Classical.choice, Quot.sound]
'SternheimerResponse.density_response' depends on axioms: [propext, Classical.choice, Quot.sound]
```
